# The operator-norm error of the Müller exchange matrix is at most the square root of the density-matrix error

I converged a one-particle density matrix to \(10^{-8}\) and assigned the same error to its square root, the matrix that the Müller functional puts into the exchange term. That estimate was wrong by four orders of magnitude: an orbital that should have been empty carried an occupation of \(10^{-8}\), and its entry in the square root was \(10^{-4}\).

That example only changes an occupation number. In general the approximate and the exact density matrix don't commute, and nearly degenerate natural orbitals can rotate a long way under a tiny perturbation. Can the square root then be even worse than \(10^{-4}\), or is the loss bounded?

## Rotating natural orbitals cannot make it worse

The loss is bounded, and your example is already the worst case. Let \(A\) and \(B\) be positive semidefinite density matrices in a finite orthonormal orbital basis, with positive semidefinite square roots \(S\) and \(T\), so \(S^2=A\) and \(T^2=B\). In the operator norm,

\[
\|S-T\|^2\le\|A-B\| .
\]

The two matrices need not commute, and the number of orbitals doesn't enter.

To see this, take a normalised eigenvector \(v\) of the Hermitian matrix \(S-T\), with real eigenvalue \(l\). Write \(s=\langle v,Sv\rangle\) and \(t=\langle v,Tv\rangle\). Both are nonnegative, and \(s-t=l\). The difference of squares splits without any commutation:

\[
A-B=S^2-T^2=S(S-T)+(S-T)T .
\]

In the expectation value, \(S-T\) acts on \(v\) to the right in the first term and to the left in the second. Each action gives a factor \(l\), so

\[
\langle v,(A-B)v\rangle=l\,(s+t).
\]

Since \(s,t\ge0\), we have \(|l|=|s-t|\le s+t\). By the Cauchy–Schwarz inequality, the modulus of an expectation value in a normalised state is at most the operator norm. Together,

\[
l^2\le|l|\,(s+t)=|\langle v,(A-B)v\rangle|\le\|A-B\| .
\]

Every eigenvalue of \(S-T\) therefore has modulus at most \(\sqrt{\|A-B\|}\). Diagonalising a Hermitian matrix by a unitary leaves its norm unchanged, and the norm of a diagonal matrix is controlled by the moduli of its entries. This gives \(\|S-T\|\le\sqrt{\|A-B\|}\).

## Empty orbitals reach the bound

Let \(P\ne0\) be an orthogonal projector, \(P^\dagger=P=P^2\), onto orbitals that are empty in \(B\), so \(BP=0\). The square root annihilates them too: \((TP)^\dagger TP=PT^2P=PBP=0\), hence \(TP=0\), and the adjoint gives \(PT=0\). For an occupation \(d\ge0\) the cross terms vanish, and

\[
(T+\sqrt d\,P)^2=B+d\,P .
\]

Since \(P=P^\dagger P\) is positive semidefinite, so is \(T+\sqrt d\,P\), which is therefore the square root of \(B+d\,P\). From \(\|P\|^2=\|P^\dagger P\|=\|P\|\) and \(P\neq0\) follows \(\|P\|=1\). The density matrix has changed by exactly \(d\) and its square root by exactly \(\sqrt d\). With two orbitals, \(B=\mathrm{diag}(1,0)\) becomes \(\mathrm{diag}(1,d)\), and the root becomes \(\mathrm{diag}(1,\sqrt d)\). Fixing the particle number doesn't remove the loss: for \(0\le d\le1\), \(\mathrm{diag}(1-d,d)\) also differs from \(B\) by \(d\) in norm, and its root differs from \(T\) by \(\sqrt d\), because \(1-\sqrt{1-d}\le d\le\sqrt d\).

Suppose someone proposes a bound \(C\|A-B\|^p\) with \(p>1/2\). For \(d>0\),

\[
C d^p=\bigl(C d^{\,p-1/2}\bigr)\sqrt d ,
\]

and the bracket tends to zero with \(d\). It falls below 1 for small \(d\), and the proposed bound fails arbitrarily close to \(B\).

In a finite orthonormal basis, an operator-norm error of at most \(\varepsilon\) in the density matrix thus guarantees an error of at most \(\sqrt\varepsilon\) in the Müller exchange matrix. Near a density matrix with empty orbitals, no bound with a higher power of \(\varepsilon\) holds.

## What the Lean statements say

`IsMuellerMatrix S A` says that `S` is positive semidefinite and `S * S = A`. "Müller exchange matrix" here means this square root, and not the matrix of an exchange potential. The finite type `n` labels the orbitals (spin orbitals, if spin is included), and `‖·‖` is the operator norm belonging to the Euclidean norm on coefficient vectors.

- `exists_muellerMatrix` and `muellerMatrix_unique` say that a positive semidefinite `A` has exactly one such root.
- `mueller_error_sq_le` is the main bound. Positivity of `A` and `B` needs no separate hypothesis, since each is the square of a Hermitian matrix.
- `empty_orbital_error` gives the new root and both exact norms after the filling. Its hypotheses `hP`, `hPP`, `hBP` and `hP0` say that `P` is a nonzero orthogonal projector onto empty orbitals, and `empty_orbital_error_witness` verifies them for the two-orbital example.
- `exponent_sharp` says, under the same hypotheses on `B` and `P`, that for every `p > 1/2`, every real `C` and every radius `δ > 0` there is a density matrix `A` within `δ` of `B` whose root violates the proposed bound. `exponent_sharp_at_zero` is the case `B = 0` with at least one orbital.

Occupations are not limited to at most 1, and the particle number is not fixed. The filling adds \(d\) electrons per orbital in the range of \(P\), so the sharpness theorems don't cover perturbations at constant particle number, such as the change from \(\mathrm{diag}(1,0)\) to \(\mathrm{diag}(1-d,d)\) computed by hand above. The theorems concern the matrix alone: the exchange energy also involves the two-electron integrals, and no error bound for it is given.

```lean
import Mathlib

open Matrix Topology
open scoped ComplexOrder Matrix.Norms.L2Operator

namespace MuellerExchangeStability

variable {n : Type*} [Fintype n] [DecidableEq n]

/-- `S` is the Müller exchange matrix of the density matrix `A`: a positive semidefinite
matrix whose square is `A`. -/
def IsMuellerMatrix (S A : Matrix n n ℂ) : Prop :=
  S.PosSemidef ∧ S * S = A

/-- Every positive semidefinite density matrix has a Müller exchange matrix. -/
theorem exists_muellerMatrix {A : Matrix n n ℂ} (hA : A.PosSemidef) :
    ∃ S, IsMuellerMatrix S A := by
  -- natural orbitals `U` and occupations from the spectral theorem
  obtain ⟨U, hU, hs⟩ : ∃ U : Matrix n n ℂ, star U * U = 1 ∧
      A = U * diagonal (fun i => (hA.isHermitian.eigenvalues i : ℂ)) * star U := by
    refine ⟨hA.isHermitian.eigenvectorUnitary,
      Matrix.mem_unitaryGroup_iff'.1 hA.isHermitian.eigenvectorUnitary.2, ?_⟩
    have h := hA.isHermitian.spectral_theorem
    rw [Unitary.conjStarAlgAut_apply] at h
    exact h
  let E : Matrix n n ℂ := diagonal fun i => ((√(hA.isHermitian.eigenvalues i) : ℝ) : ℂ)
  have hE : E * E = diagonal (fun i => (hA.isHermitian.eigenvalues i : ℂ)) := by
    simp only [E]
    rw [diagonal_mul_diagonal]
    congr 1
    funext i
    rw [← Complex.ofReal_mul, Real.mul_self_sqrt (hA.eigenvalues_nonneg i)]
  have hpos : E.PosSemidef :=
    posSemidef_diagonal_iff.2 fun i => Complex.zero_le_real.2 (Real.sqrt_nonneg _)
  refine ⟨U * E * star U, hpos.mul_mul_conjTranspose_same U, ?_⟩
  calc U * E * star U * (U * E * star U)
      = U * E * (star U * U) * E * star U := by simp only [mul_assoc]
    _ = U * (E * E) * star U := by rw [hU]; simp only [mul_one, mul_assoc]
    _ = A := by rw [hE]; exact hs.symm

/-- The modulus of the expectation value of a matrix in a normalised state is at most the operator
norm of the matrix. -/
theorem norm_expectation_le (M : Matrix n n ℂ) (x : EuclideanSpace ℂ n) (hx : ‖x‖ = 1) :
    ‖star x.ofLp ⬝ᵥ M *ᵥ x.ofLp‖ ≤ ‖M‖ := by
  have h1 : star x.ofLp ⬝ᵥ M *ᵥ x.ofLp = inner ℂ x (WithLp.toLp 2 (M *ᵥ x.ofLp)) := by
    rw [EuclideanSpace.inner_eq_star_dotProduct, dotProduct_comm]
  have h2 : ‖WithLp.toLp 2 (M *ᵥ x.ofLp)‖ ≤ ‖M‖ * ‖x‖ := Matrix.l2_opNorm_mulVec M x
  have h3 := norm_inner_le_norm (𝕜 := ℂ) x (WithLp.toLp 2 (M *ᵥ x.ofLp))
  rw [h1]
  rw [hx, one_mul] at h3
  rw [hx, mul_one] at h2
  exact h3.trans h2

/-- If a normalised state is an eigenvector of the difference `S - T` of two positive
semidefinite matrices, the squared eigenvalue is at most the norm of `S² - T²`. -/
theorem eigenvalue_sq_le {S T : Matrix n n ℂ} (hS : S.PosSemidef) (hT : T.PosSemidef)
    (x : EuclideanSpace ℂ n) (hx : ‖x‖ = 1) (l : ℝ)
    (h : (S - T) *ᵥ x.ofLp = (l : ℂ) • x.ofLp) : l ^ 2 ≤ ‖S * S - T * T‖ := by
  have hone : star x.ofLp ⬝ᵥ x.ofLp = 1 := by
    rw [dotProduct_comm, ← EuclideanSpace.inner_eq_star_dotProduct,
      inner_self_eq_norm_sq_to_K, hx]
    simp
  have hbound := norm_expectation_le (S * S - T * T) x hx
  set v := x.ofLp
  have hs := (Complex.le_def.1 (hS.dotProduct_mulVec_nonneg v)).1
  have ht := (Complex.le_def.1 (hT.dotProduct_mulVec_nonneg v)).1
  have hdiff : star v ⬝ᵥ S *ᵥ v - star v ⬝ᵥ T *ᵥ v = (l : ℂ) := by
    rw [← dotProduct_sub, ← Matrix.sub_mulVec, h, dotProduct_smul, hone, smul_eq_mul, mul_one]
  have hleft : star v ᵥ* (S - T) = (l : ℂ) • star v := by
    have h' := congrArg star h
    rw [Matrix.star_mulVec, (hS.isHermitian.sub hT.isHermitian).eq, star_smul,
      Complex.star_def, Complex.conj_ofReal] at h'
    exact h'
  -- the difference of squares, evaluated in the eigenvector
  have hsplit : S * S - T * T = S * (S - T) + (S - T) * T := by noncomm_ring
  have hexp : star v ⬝ᵥ (S * S - T * T) *ᵥ v
      = (l : ℂ) * (star v ⬝ᵥ S *ᵥ v + star v ⬝ᵥ T *ᵥ v) := by
    rw [hsplit, Matrix.add_mulVec, dotProduct_add, ← Matrix.mulVec_mulVec,
      ← Matrix.mulVec_mulVec, h, Matrix.mulVec_smul, dotProduct_smul,
      Matrix.dotProduct_mulVec _ (S - T), hleft, smul_dotProduct]
    simp only [smul_eq_mul]
    ring
  have hre := (Complex.abs_re_le_norm _).trans hbound
  rw [hexp, Complex.re_ofReal_mul, Complex.add_re] at hre
  have hl := congrArg Complex.re hdiff
  rw [Complex.sub_re, Complex.ofReal_re] at hl
  rw [Complex.zero_re] at hs ht
  refine le_trans ?_ hre
  rcases le_total 0 l with h0 | h0
  · exact le_trans (by nlinarith) (le_abs_self _)
  · exact le_trans (by nlinarith) (neg_le_abs _)

/-- A Hermitian matrix whose eigenvalues all have modulus at most `c ≥ 0` has operator norm
at most `c`. -/
theorem hermitian_norm_le {D : Matrix n n ℂ} (hD : D.IsHermitian) {c : ℝ} (hc : 0 ≤ c)
    (h : ∀ i, |hD.eigenvalues i| ≤ c) : ‖D‖ ≤ c := by
  have key : ‖D‖ = ‖(diagonal (fun i => (hD.eigenvalues i : ℂ)) : Matrix n n ℂ)‖ := by
    conv_lhs => rw [hD.spectral_theorem, Unitary.conjStarAlgAut_apply]
    exact (CStarRing.norm_mul_coe_unitary _ (star hD.eigenvectorUnitary)).trans
      (CStarRing.norm_coe_unitary_mul hD.eigenvectorUnitary _)
  rw [key, Matrix.l2_opNorm_diagonal, pi_norm_le_iff_of_nonneg hc]
  intro i
  rw [Complex.norm_real, Real.norm_eq_abs]
  exact h i

/-- The squared operator-norm error of the Müller exchange matrix is at most the
operator-norm error of the density matrix. -/
theorem mueller_error_sq_le {S T A B : Matrix n n ℂ} (hS : IsMuellerMatrix S A)
    (hT : IsMuellerMatrix T B) : ‖S - T‖ ^ 2 ≤ ‖A - B‖ := by
  have hD : (S - T).IsHermitian := hS.1.isHermitian.sub hT.1.isHermitian
  have hle : ‖S - T‖ ≤ √‖A - B‖ := by
    refine hermitian_norm_le hD (Real.sqrt_nonneg _) fun i => Real.abs_le_sqrt ?_
    rw [← hS.2, ← hT.2]
    refine eigenvalue_sq_le hS.1 hT.1 (hD.eigenvectorBasis i)
      (hD.eigenvectorBasis.orthonormal.1 i) _ ?_
    rw [hD.mulVec_eigenvectorBasis]
    ext j
    simp [Complex.real_smul]
  calc ‖S - T‖ ^ 2 ≤ √‖A - B‖ ^ 2 := by gcongr
    _ = ‖A - B‖ := Real.sq_sqrt (norm_nonneg _)

/-- A density matrix has at most one Müller exchange matrix. -/
theorem muellerMatrix_unique {S T A : Matrix n n ℂ} (hS : IsMuellerMatrix S A)
    (hT : IsMuellerMatrix T A) : S = T := by
  have h := mueller_error_sq_le hS hT
  rw [sub_self, norm_zero] at h
  exact sub_eq_zero.1 (norm_eq_zero.1 (pow_eq_zero_iff two_ne_zero |>.1
    (le_antisymm h (sq_nonneg _))))

/-- Let `P ≠ 0` project orthogonally onto orbitals that are empty in `B`. Giving them the
occupation `d ≥ 0` changes the density matrix by `d` and its Müller exchange matrix by `√d`,
in operator norm. -/
theorem empty_orbital_error {T B P : Matrix n n ℂ} (hT : IsMuellerMatrix T B)
    (hP : Pᴴ = P) (hPP : P * P = P) (hBP : B * P = 0) (hP0 : P ≠ 0) {d : ℝ} (hd : 0 ≤ d) :
    IsMuellerMatrix (T + ((√d : ℝ) : ℂ) • P) (B + (d : ℂ) • P) ∧
      ‖T + ((√d : ℝ) : ℂ) • P - T‖ = √d ∧ ‖B + (d : ℂ) • P - B‖ = d := by
  -- orbitals empty in `B` are annihilated by its square root
  have hTP : T * P = 0 := by
    apply Matrix.conjTranspose_mul_self_eq_zero.1
    rw [Matrix.conjTranspose_mul, hP, hT.1.isHermitian.eq]
    calc P * T * (T * P) = P * (T * T * P) := by simp only [mul_assoc]
      _ = 0 := by rw [hT.2, hBP, mul_zero]
  have hPT : P * T = 0 := by
    have h := congrArg Matrix.conjTranspose hTP
    rwa [Matrix.conjTranspose_mul, hP, hT.1.isHermitian.eq, Matrix.conjTranspose_zero] at h
  have hpos : P.PosSemidef := by
    have h := Matrix.posSemidef_conjTranspose_mul_self P
    rwa [hP, hPP] at h
  have hnorm : ‖P‖ = 1 := by
    have h := Matrix.l2_opNorm_conjTranspose_mul_self P
    rw [hP, hPP] at h
    exact mul_right_cancel₀ (norm_ne_zero_iff.2 hP0) (by linarith : ‖P‖ * ‖P‖ = 1 * ‖P‖)
  have hc : ((√d : ℝ) : ℂ) * ((√d : ℝ) : ℂ) = (d : ℂ) := by
    rw [← Complex.ofReal_mul, Real.mul_self_sqrt hd]
  refine ⟨⟨hT.1.add (hpos.smul (Complex.zero_le_real.2 (Real.sqrt_nonneg d))), ?_⟩, ?_, ?_⟩
  · simp only [add_mul, mul_add, Matrix.smul_mul, Matrix.mul_smul, hTP, hPT, hPP, hT.2,
      smul_zero, add_zero, zero_add, smul_smul, hc]
  · rw [add_sub_cancel_left, norm_smul, hnorm, mul_one, Complex.norm_real,
      Real.norm_of_nonneg (Real.sqrt_nonneg d)]
  · rw [add_sub_cancel_left, norm_smul, hnorm, mul_one, Complex.norm_real,
      Real.norm_of_nonneg hd]

/-- Two orbitals, the first filled and the second empty, meet the hypotheses of
`empty_orbital_error`, with `P` the projector onto the second. -/
theorem empty_orbital_error_witness :
    IsMuellerMatrix (!![1, 0; 0, 0] : Matrix (Fin 2) (Fin 2) ℂ) !![1, 0; 0, 0] ∧
      (!![0, 0; 0, 1] : Matrix (Fin 2) (Fin 2) ℂ)ᴴ = !![0, 0; 0, 1] ∧
      (!![0, 0; 0, 1] : Matrix (Fin 2) (Fin 2) ℂ) * !![0, 0; 0, 1] = !![0, 0; 0, 1] ∧
      (!![1, 0; 0, 0] : Matrix (Fin 2) (Fin 2) ℂ) * !![0, 0; 0, 1] = 0 ∧
      (!![0, 0; 0, 1] : Matrix (Fin 2) (Fin 2) ℂ) ≠ 0 := by
  refine ⟨⟨?_, ?_⟩, ?_, ?_, ?_, fun h => ?_⟩
  · have h := Matrix.posSemidef_conjTranspose_mul_self (!![1, 0; 0, 0] : Matrix (Fin 2) (Fin 2) ℂ)
    convert h using 1
    ext i j
    fin_cases i <;> fin_cases j <;> simp [Matrix.mul_apply, Fin.sum_univ_succ]
  · ext i j
    fin_cases i <;> fin_cases j <;> simp [Matrix.mul_apply, Fin.sum_univ_succ]
  · ext i j
    fin_cases i <;> fin_cases j <;> simp
  · ext i j
    fin_cases i <;> fin_cases j <;> simp [Matrix.mul_apply, Fin.sum_univ_succ]
  · ext i j
    fin_cases i <;> fin_cases j <;> simp [Matrix.mul_apply, Fin.sum_univ_succ]
  · have h11 := congrFun (congrFun h 1) 1
    simp at h11

/-- Near a density matrix `B` with an empty orbital, no error bound for the Müller exchange
matrix with an exponent `p > 1/2` holds, whatever the constant `C` and the radius `δ > 0`. -/
theorem exponent_sharp {T B P : Matrix n n ℂ} (hT : IsMuellerMatrix T B)
    (hP : Pᴴ = P) (hPP : P * P = P) (hBP : B * P = 0) (hP0 : P ≠ 0)
    {p : ℝ} (hp : 1 / 2 < p) (C : ℝ) {δ : ℝ} (hδ : 0 < δ) :
    ∃ S A, IsMuellerMatrix S A ∧ ‖A - B‖ < δ ∧ C * ‖A - B‖ ^ p < ‖S - T‖ := by
  have h1 : ContinuousAt (fun d : ℝ => C * d ^ (p - 1 / 2)) 0 :=
    (continuous_const.mul (Real.continuous_rpow_const (by linarith))).continuousAt
  have h2 : ∀ᶠ d in 𝓝 (0 : ℝ), C * d ^ (p - 1 / 2) < 1 :=
    h1.eventually_lt continuousAt_const (by
      rw [Real.zero_rpow (by linarith), mul_zero]; exact one_pos)
  have h3 : ∀ᶠ d in 𝓝[>] (0 : ℝ), 0 < d := self_mem_nhdsWithin
  -- a small occupation `d` for which `C d^p < √d`
  obtain ⟨d, ⟨hd1, hdδ⟩, hd0⟩ :=
    (((h2.and (eventually_lt_nhds hδ)).filter_mono nhdsWithin_le_nhds).and h3).exists
  obtain ⟨hroot, hS, hA⟩ := empty_orbital_error hT hP hPP hBP hP0 hd0.le
  refine ⟨_, _, hroot, by rwa [hA], ?_⟩
  rw [hS, hA]
  have hpow : d ^ p = d ^ (p - 1 / 2) * √d := by
    rw [Real.sqrt_eq_rpow, ← Real.rpow_add hd0]
    congr 1
    ring
  rw [hpow, ← mul_assoc]
  nlinarith [Real.sqrt_pos.2 hd0]

/-- Near the zero density matrix on at least one orbital, the Müller exchange matrix obeys no
bound `C ‖A‖ ^ p` with `p > 1/2`. -/
theorem exponent_sharp_at_zero [Nonempty n] {p : ℝ} (hp : 1 / 2 < p) (C : ℝ)
    {δ : ℝ} (hδ : 0 < δ) :
    ∃ S A : Matrix n n ℂ, IsMuellerMatrix S A ∧ ‖A‖ < δ ∧ C * ‖A‖ ^ p < ‖S‖ := by
  have h0 : IsMuellerMatrix (0 : Matrix n n ℂ) 0 := ⟨Matrix.PosSemidef.zero, mul_zero 0⟩
  obtain ⟨S, A, hSA, h1, h2⟩ := exponent_sharp h0 Matrix.conjTranspose_one (mul_one 1)
    (zero_mul 1) one_ne_zero hp C hδ
  rw [sub_zero] at h1
  rw [sub_zero, sub_zero] at h2
  exact ⟨S, A, hSA, h1, h2⟩

end MuellerExchangeStability
```

```lean
#print axioms MuellerExchangeStability.exists_muellerMatrix
-- 'MuellerExchangeStability.exists_muellerMatrix' depends on axioms: [propext, Classical.choice, Quot.sound]
#print axioms MuellerExchangeStability.mueller_error_sq_le
-- 'MuellerExchangeStability.mueller_error_sq_le' depends on axioms: [propext, Classical.choice, Quot.sound]
#print axioms MuellerExchangeStability.muellerMatrix_unique
-- 'MuellerExchangeStability.muellerMatrix_unique' depends on axioms: [propext, Classical.choice, Quot.sound]
#print axioms MuellerExchangeStability.exponent_sharp_at_zero
-- 'MuellerExchangeStability.exponent_sharp_at_zero' depends on axioms: [propext, Classical.choice, Quot.sound]
```

## From the eigenvector argument to the Lean proof

`exists_muellerMatrix` takes the natural orbitals `U` from the spectral theorem, puts the square roots of the occupations into the diagonal matrix `E`, and checks that `U * E * star U` squares to `A`.

`norm_expectation_le` is the Cauchy–Schwarz step. `eigenvalue_sq_le` contains the core of the argument. There `hs` and `ht` are the signs of \(s\) and \(t\), `hdiff` is \(s-t=l\), and `hleft` is the action of \(S-T\) to the left, obtained by taking the adjoint of the eigenvalue equation. The splitting of the difference of squares is `hsplit`, and `hexp` is the resulting value \(l(s+t)\). The proof then passes to real parts and distinguishes the sign of \(l\); in both cases `nlinarith` supplies \(l^2\le|l|(s+t)\).

`hermitian_norm_le` turns a bound on all eigenvalues into a bound on the norm, by removing the unitaries from the spectral decomposition. `mueller_error_sq_le` applies it to `S - T` with the bound `√‖A - B‖`, feeding each vector of the eigenbasis to `eigenvalue_sq_le`, and squares the result. Setting both density matrices equal makes the right-hand side zero, which is the proof of `muellerMatrix_unique`.

In `empty_orbital_error`, `hTP` and `hPT` remove the cross terms and `hnorm` is \(\|P\|=1\). `exponent_sharp` uses the continuity of \(C d^{\,p-1/2}\) at \(d=0\), where its value is 0, to find a `d` with \(0<d<\delta\) and \(C d^{\,p-1/2}<1\). It then inserts the two exact norms; `hpow` is the factorisation of \(d^p\). For `exponent_sharp_at_zero` every orbital is empty, and the identity matrix serves as the projector.
